# For Morse trial functions with the potential's range parameter, the local energy is constant exactly when the depth parameters match

The theorem `localEnergy_constant_iff` concerns one particle on a line in the Morse potential V(x) = (α²λ²/2)(1 − exp(−αx))², with Hamiltonian −½ d²/dx² + V and α, λ > 0. The trial functions are ψ(x) = exp(−μ exp(−αx) − (μ − ½)αx) with μ > 0; they are not normalised, and square-integrability is not assumed. The claim is that the local energy (Hψ)(x)/ψ(x) has the same value at every x if and only if μ = λ. The proof writes the local energy as a constant plus a multiple of (λ² − μ²)(1 − exp(−αx))². For the forward direction it compares the values at x = 0 and x = 1, and for the converse it sets μ = λ, which removes the part that depends on x.

As first written in Lean, the proof fails:

```lean
import Mathlib

open MeasureTheory

namespace MorseBenchmark

noncomputable section

/-- The Morse potential with range parameter `α` and depth parameter `lam`. -/
def morseV (α lam x : ℝ) : ℝ := α ^ 2 * lam ^ 2 / 2 * (1 - Real.exp (-α * x)) ^ 2

/-- The harmonic frequency `ω = α² lam`. -/
def omega (α lam : ℝ) : ℝ := α ^ 2 * lam

/-- The energy `ω / 2 - α² / 8`. -/
def energy (α lam : ℝ) : ℝ := omega α lam / 2 - α ^ 2 / 8

/-- The Morse wave function, not normalised. -/
def psi (α lam x : ℝ) : ℝ :=
  Real.exp (-lam * Real.exp (-α * x) - (lam - 1 / 2) * α * x)

/-- The drift `α lam exp(-α x) - (lam - 1/2) α`. -/
def drift (α lam x : ℝ) : ℝ := α * lam * Real.exp (-α * x) - (lam - 1 / 2) * α

/-- The Morse Hamiltonian `-(1/2) d²/dx² + V` acting on a real function. -/
def hamiltonian (α lam : ℝ) (f : ℝ → ℝ) (x : ℝ) : ℝ :=
  -(1 / 2) * deriv (deriv f) x + morseV α lam x * f x

/-- The local energy `(H f)(x) / f(x)` of a trial function. -/
def localEnergy (α lam : ℝ) (f : ℝ → ℝ) (x : ℝ) : ℝ := hamiltonian α lam f x / f x

/-- The derivative of the wave function is the drift times the wave function. -/
theorem psi_hasDerivAt (α lam x : ℝ) :
    HasDerivAt (psi α lam) (drift α lam x * psi α lam x) x := by
  have h0 : HasDerivAt (fun t : ℝ => -α * t) (-α) x :=
    ((hasDerivAt_id' x).const_mul (-α)).congr_deriv (mul_one _)
  have h1 := (hasDerivAt_id' x).const_mul ((lam - 1 / 2) * α)
  refine ((h0.exp.const_mul (-lam)).fun_sub h1).exp.congr_deriv ?_
  simp only [drift, psi]
  ring

/-- The derivative of the drift is `-α² lam exp(-α x)`. -/
theorem drift_hasDerivAt (α lam x : ℝ) :
    HasDerivAt (drift α lam) (-(α ^ 2 * lam * Real.exp (-α * x))) x := by
  have h0 : HasDerivAt (fun t : ℝ => -α * t) (-α) x :=
    ((hasDerivAt_id' x).const_mul (-α)).congr_deriv (mul_one _)
  refine ((h0.exp.const_mul (α * lam)).sub_const ((lam - 1 / 2) * α)).congr_deriv ?_
  ring

/-- The Hamiltonian with parameter `lam` applied to the trial function with parameter `mu`
gives a constant plus a multiple of `(1 - exp(-α x))²`, times the trial function. -/
theorem hamiltonian_psi (α lam mu x : ℝ) :
    hamiltonian α lam (psi α mu) x =
      (energy α mu + α ^ 2 * (lam ^ 2 - mu ^ 2) / 2 * (1 - Real.exp (-α * x)) ^ 2)
        * psi α mu x := by
  have hd : deriv (psi α mu) = fun y => drift α mu y * psi α mu y :=
    funext fun y => (psi_hasDerivAt α mu y).deriv
  rw [hamiltonian, hd, ((drift_hasDerivAt α mu x).fun_mul (psi_hasDerivAt α mu x)).deriv]
  simp only [drift, morseV, energy, omega]
  ring

/-- For `α > 0` and `lam > 0`, within the family of trial functions `psi α mu` with `mu > 0`, the
local energy is the same at every point exactly when `mu` equals the parameter `lam` of the
potential. -/
theorem localEnergy_constant_iff {α lam mu : ℝ} (hα : 0 < α) (hlam : 0 < lam) (hmu : 0 < mu) :
    (∃ c, ∀ x, localEnergy α lam (psi α mu) x = c) ↔ mu = lam := by
  have hE : ∀ x, localEnergy α lam (psi α mu) x =
      energy α mu + α ^ 2 * (lam ^ 2 - mu ^ 2) / 2 * (1 - Real.exp (-α * x)) ^ 2 := by
    intro x
    have hp : psi α mu x ≠ 0 := (Real.exp_pos _).ne'
    rw [localEnergy, hamiltonian_psi, mul_div_assoc, div_self hp, mul_one]
  constructor
  · rintro ⟨c, hc⟩
    -- compare the bottom of the well with the point x = 1
    have h0 := hc 0
    have h1 := hc 1
    rw [hE] at h0 h1
    have e0 : Real.exp (-α * 0) = 1 := by simp
    rw [e0] at h0
    have he : Real.exp (-α * 1) < 1 := Real.exp_lt_one (by linarith)
    have h2 : (lam ^ 2 - mu ^ 2) * (α ^ 2 / 2 * (1 - Real.exp (-α * 1)) ^ 2) = 0 := by
      linear_combination h1 - h0
    have hpos : 0 < α ^ 2 / 2 * (1 - Real.exp (-α * 1)) ^ 2 :=
      mul_pos (by positivity) (pow_pos (sub_pos.2 he) 2)
    have h3 := (mul_eq_zero.1 h2).resolve_right hpos.ne'
    have h4 : (mu - lam) * (lam + mu) = 0 := by linear_combination -h3
    rcases mul_eq_zero.1 h4 with h | h <;> linarith
  · rintro rfl
    exact ⟨energy α mu, fun x => by rw [hE]; ring⟩

end

end MorseBenchmark
```

Messages:

```
Main.lean:80:39: error(lean.unknownIdentifier): Unknown constant `Real.exp_lt_one`
```

Diagnosis. The message says that Lean knows no constant called `Real.exp_lt_one`. The proof calls it in the step `he`, which states that exp(−α · 1) is less than 1. The inequality is true, since α is positive, but the name given for the lemma does not exist in the Mathlib being used.

The repair uses `Real.exp_lt_one_iff`, which says that the exponential of a real number is less than 1 if and only if that number is negative. Because this is an equivalence, `.2` is needed to pick the direction from the negative exponent to the bound on the exponential. What remains to be shown is `-α * 1 < 0`, and `linarith` gets this from `hα`. The statement of `he` is unchanged, so the later steps can use it as before.

The change, after which it compiles:

```diff
@@ -78,5 +78,5 @@
     have e0 : Real.exp (-α * 0) = 1 := by simp
     rw [e0] at h0
-    have he : Real.exp (-α * 1) < 1 := Real.exp_lt_one (by linarith)
+    have he : Real.exp (-α * 1) < 1 := Real.exp_lt_one_iff.2 (by linarith)
     have h2 : (lam ^ 2 - mu ^ 2) * (α ^ 2 / 2 * (1 - Real.exp (-α * 1)) ^ 2) = 0 := by
       linear_combination h1 - h0
```
